# Inversion symmetry fixes the phases of a real function's Fourier coefficients up to sign

Let \(f\) be a continuous real function of period 1 with \(f(2c-x)=f(x)\) for all \(x\), where the real number \(c\) is an inversion centre; by periodicity, \(c+\tfrac12\) is then another. For each integer \(G\), define
\[
f_G=\int_0^1 f(x)\,e^{-2\pi iGx}\,dx .
\]
Then \(f_G e^{2\pi iGc}\) is real. If \(f_G\neq0\), then \(f_G\) itself is real if and only if \(2Gc\) is an integer. All coefficients of all such functions with the same centre \(c\) are real if and only if \(2c\) is an integer.

For a one-dimensional crystal with a local potential, real coefficients make the plane-wave Hamiltonian matrix real symmetric; if \(2c\) is not an integer, the matrix is in general complex, and moving the origin to an inversion centre makes it real.

## From a shifted origin to a real product

Put the origin at the centre by setting \(g(x)=f(x+c)\). This function is even:
\[
g(-x)=f(c-x)=f(2c-(x+c))=f(x+c)=g(x).
\]
With \(y=x+c\), its coefficient is
\[
g_G=e^{2\pi iGc}\int_c^{c+1}f(y)e^{-2\pi iGy}\,dy=e^{2\pi iGc}f_G,
\]
because the integrand has period 1. Reflection gives
\[
\int_0^1 g(-x)e^{-2\pi iGx}dx=\int_{-1}^0 g(y)e^{2\pi iGy}dy=\int_0^1 g(y)e^{2\pi iGy}dy=\overline{g_G},
\]
where the last step uses that \(g\) is real. Since \(g\) is even, the left side is also \(g_G\), so \(g_G=f_Ge^{2\pi iGc}\) is real.

## When the coefficient itself is real

Write \(f_G=a+ib\) and \(\theta=2\pi Gc\). The imaginary part of the real product vanishes:
\[
a\sin\theta+b\cos\theta=0 .
\]
If \(b=0\) and \(f_G\ne0\), then \(a\neq0\), so \(\sin\theta=0\), \(\theta=n\pi\) and \(2Gc=n\) for an integer \(n\). Conversely, if \(2Gc\) is an integer, then \(\sin\theta=0\) and \(\cos\theta=\pm1\), so \(b=0\).

The smallest case is \(G=0\): the coefficient is the cell average, which is real wherever the centre lies, and \(2Gc=0\) is indeed an integer.

If \(2c=n\), then \(2Gc=Gn\) is an integer for every \(G\), and all coefficients are real. For the converse, take \(\cos(2\pi(x-c))\), which is symmetric about \(c\). Its first coefficient is
\[
e^{-2\pi ic}\int_0^1\left(\tfrac12+\tfrac12e^{-4\pi ix}\right)dx=\tfrac12e^{-2\pi ic}\neq0 .
\]
If it is real, the criterion at \(G=1\) makes \(2c\) an integer. The condition concerns the whole class of functions: a constant has real coefficients for any \(c\).

## Plane waves and coefficients in Lean

```lean
import Mathlib

open scoped Real ComplexConjugate

namespace StarPhaseOrigin

noncomputable section
```

The cell has length one, and `G : ℤ` labels the reciprocal vector \(2\pi G\).

```lean
/-- The plane wave `exp(2πiGx)`, whose reciprocal vector is `2πG`, in a cell of length one. -/
def phase (G : ℤ) (x : ℝ) : ℂ :=
  Complex.exp (((2 * π * (G : ℝ) * x : ℝ) : ℂ) * Complex.I)
```

The coefficient \(f_G\) is `coeff f G`, with the minus sign of the exponent carried by `phase G (-x)`.

```lean
/-- The Fourier coefficient of a real function integrable over the unit cell: the integral of
`f(x) exp(-2πiGx)` over that cell. -/
def coeff (f : ℝ → ℝ) (G : ℤ) : ℂ :=
  ∫ x in (0 : ℝ)..1, (f x : ℂ) * phase G (-x)
```

Two properties of the plane wave are needed: conjugation under \(x\to-x\), and period 1.

```lean
/-- Reversing the position conjugates the plane wave. -/
theorem phase_neg (G : ℤ) (x : ℝ) : phase G (-x) = conj (phase G x) := by
  unfold phase
  rw [← Complex.exp_conj, map_mul, Complex.conj_ofReal, Complex.conj_I]
  congr 1
  push_cast
  ring

/-- Each plane wave has the period of the lattice. -/
theorem phase_periodic (G : ℤ) : Function.Periodic (phase G) 1 := by
  intro x
  have h : Complex.exp ((G : ℂ) * (2 * π * Complex.I)) = 1 :=
    Complex.exp_eq_one_iff.mpr ⟨G, rfl⟩
  unfold phase
  rw [← mul_one (Complex.exp (((2 * π * (G : ℝ) * x : ℝ) : ℂ) * Complex.I)), ← h,
    ← Complex.exp_add]
  congr 1
  push_cast
  ring
```

## Shift, reflection and the real product

The hypothesis `Function.Periodic f 1` expresses the lattice period. In the shift lemma, `e` extracts the constant phase, `integral_comp_add_right` changes variable, and `intervalIntegral_add_eq` returns the displaced cell to \([0,1]\).

```lean
/-- Moving the origin to `c` multiplies the Fourier coefficient of a function of period 1 by
`exp(2πiGc)`. -/
theorem coeff_shift {f : ℝ → ℝ} (hp : Function.Periodic f 1) (c : ℝ) (G : ℤ) :
    coeff (fun x => f (x + c)) G = phase G c * coeff f G := by
  have hper : Function.Periodic (fun y : ℝ => (f y : ℂ) * phase G (-y)) 1 := fun y => by
    simp only [phase_neg, hp y, phase_periodic G y]
  have e : ∀ x : ℝ, (f (x + c) : ℂ) * phase G (-x)
      = phase G c * ((f (x + c) : ℂ) * phase G (-(x + c))) := by
    intro x
    have h : phase G (-x) = phase G c * phase G (-(x + c)) := by
      unfold phase
      rw [← Complex.exp_add]
      congr 1
      push_cast
      ring
    rw [h]
    ring
  unfold coeff
  simp only [e]
  -- the integral over a displaced cell equals the integral over the original cell
  rw [intervalIntegral.integral_const_mul,
    intervalIntegral.integral_comp_add_right (fun y : ℝ => (f y : ℂ) * phase G (-y)) c,
    zero_add, add_comm (1 : ℝ) c, hper.intervalIntegral_add_eq c 0, zero_add]
```

The reflection lemma follows the same pattern, with `integral_conj`, used from right to left, moving the conjugation inside the integral.

```lean
/-- Reflecting a real function of period 1 through the origin conjugates its Fourier coefficients.
-/
theorem coeff_reflect {f : ℝ → ℝ} (hp : Function.Periodic f 1) (G : ℤ) :
    coeff (fun x => f (-x)) G = conj (coeff f G) := by
  have hper : Function.Periodic (fun y : ℝ => (f y : ℂ) * phase G y) 1 := fun y => by
    simp only [hp y, phase_periodic G y]
  have h := hper.intervalIntegral_add_eq (-1) 0
  rw [neg_add_cancel, zero_add] at h
  unfold coeff
  rw [intervalIntegral.integral_comp_neg (fun y : ℝ => (f y : ℂ) * phase G y), neg_zero, h]
  simp only [intervalIntegral.integral_of_le (zero_le_one (α := ℝ))]
  rw [← integral_conj]
  simp only [map_mul, Complex.conj_ofReal, phase_neg, Complex.conj_conj]
```

Inversion symmetry is the hypothesis `hs`. The step `heven` is the evenness of \(g\), and reality is stated as equality with the complex conjugate. Continuity is not assumed here or in the next criterion; Lean assigns a non-integrable function the integral zero, so the physical content concerns integrable \(f\).

```lean
/-- For a real function of period 1 with inversion centre `c`, the Fourier coefficient times
`exp(2πiGc)` equals its own complex conjugate. -/
theorem conj_phased_coeff {f : ℝ → ℝ} (hp : Function.Periodic f 1) {c : ℝ}
    (hs : ∀ x, f (2 * c - x) = f x) (G : ℤ) :
    conj (coeff f G * phase G c) = coeff f G * phase G c := by
  have hgp : Function.Periodic (fun x => f (x + c)) 1 := fun x => by
    simpa only [add_right_comm] using hp (x + c)
  -- seen from the centre, the function is even
  have heven : (fun x => f (-x + c)) = fun x => f (x + c) := by
    funext x
    rw [← hs (x + c)]
    congr 1
    ring
  have h := coeff_reflect hgp G
  rw [heven, coeff_shift hp] at h
  rw [mul_comm (coeff f G)]
  exact h.symm
```

## The criterion and the class of all symmetric functions

Here "real" reads `(coeff f G).im = 0`. After the first `rw`, `h` is the equation \(a\sin\theta+b\cos\theta=0\), and the two branches are the two directions derived above.

```lean
/-- For a real function of period 1 with inversion centre `c`, a nonzero Fourier coefficient is real
if and only if `2Gc` is an integer. -/
theorem coeff_real_iff {f : ℝ → ℝ} (hp : Function.Periodic f 1) {c : ℝ}
    (hs : ∀ x, f (2 * c - x) = f x) {G : ℤ} (hG : coeff f G ≠ 0) :
    (coeff f G).im = 0 ↔ ∃ n : ℤ, 2 * (G : ℝ) * c = n := by
  have h := Complex.conj_eq_iff_im.mp (conj_phased_coeff hp hs G)
  unfold phase at h
  rw [Complex.mul_im, Complex.exp_ofReal_mul_I_re, Complex.exp_ofReal_mul_I_im] at h
  constructor
  · intro hi
    have hre : (coeff f G).re ≠ 0 := fun hr => hG (Complex.ext hr hi)
    rw [hi, zero_mul, add_zero] at h
    obtain ⟨n, hn⟩ := Real.sin_eq_zero_iff.mp ((mul_eq_zero.mp h).resolve_left hre)
    exact ⟨n, mul_right_cancel₀ Real.pi_ne_zero (by linear_combination -hn)⟩
  · rintro ⟨n, hn⟩
    have hsin : Real.sin (2 * π * (G : ℝ) * c) = 0 :=
      Real.sin_eq_zero_iff.mpr ⟨n, by linear_combination -π * hn⟩
    have hcos : Real.cos (2 * π * (G : ℝ) * c) ≠ 0 := by
      intro h0
      have h1 := Real.sin_sq_add_cos_sq (2 * π * (G : ℝ) * c)
      rw [hsin, h0] at h1
      norm_num at h1
    rw [hsin, mul_zero, zero_add] at h
    exact (mul_eq_zero.mp h).resolve_right hcos
```

The cosine's coefficient comes from the shift lemma with displacement \(-c\). The identity `e` splits the integrand into the constant \(\tfrac12\) and a wave that integrates to zero.

```lean
/-- The cosine wave of period 1 centred at `c` has first Fourier coefficient `exp(-2πic)/2`. -/
theorem coeff_cosine (c : ℝ) :
    coeff (fun x => Real.cos (2 * π * (x + -c))) 1 = phase 1 (-c) * (1 / 2) := by
  have hp : Function.Periodic (fun x : ℝ => Real.cos (2 * π * x)) 1 := fun x => by
    simp only [mul_add, mul_one, Real.cos_add_two_pi]
  rw [coeff_shift hp (-c) 1]
  congr 1
  -- the product is a constant plus a wave that averages to zero
  have e : ∀ x : ℝ, ((Real.cos (2 * π * x) : ℝ) : ℂ) * phase 1 (-x)
      = 1 / 2 + 1 / 2 * Complex.exp (-(4 * π * Complex.I) * x) := by
    intro x
    have h1 : ((2 * π * x : ℝ) : ℂ) * Complex.I
        + ((2 * π * ((1 : ℤ) : ℝ) * (-x) : ℝ) : ℂ) * Complex.I = 0 := by
      push_cast
      ring
    have h2 : -((2 * π * x : ℝ) : ℂ) * Complex.I
        + ((2 * π * ((1 : ℤ) : ℝ) * (-x) : ℝ) : ℂ) * Complex.I
        = -(4 * π * Complex.I) * x := by
      push_cast
      ring
    unfold phase
    rw [Complex.ofReal_cos, Complex.cos, div_mul_eq_mul_div, add_mul, ← Complex.exp_add,
      ← Complex.exp_add, h1, h2, Complex.exp_zero]
    ring
  have hne : -(4 * (π : ℂ) * Complex.I) ≠ 0 := by
    simp [Real.pi_ne_zero]
  have h1 : Complex.exp (-(4 * π * Complex.I) * ((1 : ℝ) : ℂ)) = 1 :=
    Complex.exp_eq_one_iff.mpr ⟨-2, by push_cast; ring⟩
  unfold coeff
  simp only [e]
  rw [intervalIntegral.integral_add (Continuous.intervalIntegrable (by fun_prop) _ _)
    (Continuous.intervalIntegrable (by fun_prop) _ _), intervalIntegral.integral_const_mul,
    integral_exp_mul_complex hne, h1]
  simp
```

The last theorem quantifies over every continuous, periodic, symmetric `f` and every `G`. Its forward direction applies the hypothesis to the cosine; its reverse direction treats zero and nonzero coefficients separately.

```lean
/-- All Fourier coefficients of all continuous real functions of period 1 with inversion centre `c`
are real if and only if `2c` is an integer. -/
theorem real_arithmetic_iff (c : ℝ) :
    (∀ f : ℝ → ℝ, Continuous f → Function.Periodic f 1 → (∀ x, f (2 * c - x) = f x) →
      ∀ G : ℤ, (coeff f G).im = 0) ↔ ∃ n : ℤ, 2 * c = n := by
  constructor
  · intro h
    have hp : Function.Periodic (fun x : ℝ => Real.cos (2 * π * (x + -c))) 1 := fun x => by
      simp only
      rw [← Real.cos_add_two_pi (2 * π * (x + -c))]
      congr 1
      ring
    have hs : ∀ x : ℝ, Real.cos (2 * π * (2 * c - x + -c)) = Real.cos (2 * π * (x + -c)) := by
      intro x
      rw [← Real.cos_neg (2 * π * (x + -c))]
      congr 1
      ring
    have hne : coeff (fun x => Real.cos (2 * π * (x + -c))) 1 ≠ 0 := by
      rw [coeff_cosine]
      exact mul_ne_zero (Complex.exp_ne_zero _) (by norm_num)
    obtain ⟨n, hn⟩ := (coeff_real_iff hp hs hne).mp (h _ (by fun_prop) hp hs 1)
    exact ⟨n, by simpa using hn⟩
  · rintro ⟨n, hn⟩ f _ hp hs G
    by_cases hG : coeff f G = 0
    · rw [hG, Complex.zero_im]
    · refine (coeff_real_iff hp hs hG).mpr ⟨G * n, ?_⟩
      push_cast
      linear_combination (G : ℝ) * hn

end

end StarPhaseOrigin
```

These statements concern scalar functions in one dimension.

```lean
#print axioms StarPhaseOrigin.coeff_real_iff
#print axioms StarPhaseOrigin.real_arithmetic_iff
```

```
'StarPhaseOrigin.coeff_real_iff' depends on axioms: [propext, Classical.choice, Quot.sound]
'StarPhaseOrigin.real_arithmetic_iff' depends on axioms: [propext, Classical.choice, Quot.sound]
```
